# Sphere packing increases strictly from bcc to fcc along the Bain path

## One sphere radius for a scan in c/a

Suppose a muffin-tin calculation of an elemental crystal scans the axial ratio $c/a$ from bcc to fcc at fixed volume per atom, with one sphere radius for all points. The spheres must not overlap anywhere on the scan, so the radius can be no larger than the smallest touching radius along the path. At fixed volume the cube of the touching radius is proportional to the packing fraction, and for the ideal body-centred tetragonal lattice this fraction is lowest at the bcc end. The result is purely geometrical and says nothing about the energy along the path.

## Sites, contact distance and packing fraction

The cell has edges $a, a, c$ with $c = ta$. Its sites are the points $(ax/2,\ ay/2,\ cz/2)$ with integers $x, y, z$ of equal parity: even labels give cell corners, odd labels give cell centres. In Lean this parity rule is `IsSite`, and `siteDist` is the distance of such a point from the origin.

The nearest-neighbour distance `nnDist` is the infimum of the distances from the origin to all other sites. `packingFraction a c` is the volume of two spheres, with radius half that distance, divided by $a^2c$. The closed formula

$$f(t) = \frac{\pi}{3}\,\frac{(1/2 + t^2/4)^{3/2}}{t}$$

is a separate definition, `bainFraction`, with the power $3/2$ written as the cube of a square root. That the two agree for $2/3 \le t^2 \le 2$ is proved.

The main theorem, `bain_path`, takes real $a > 0$ and states three things:

- `packingFraction a (t * a)` is strictly increasing in $t$ on the closed interval $[1, \sqrt2]$;
- at $c = a$ it equals $\sqrt3\,\pi/8 \approx 0.680$;
- at $c = \sqrt2\,a$ it equals $\pi/(3\sqrt2) \approx 0.740$.

The edge $a$ is held fixed here, but $f$ depends on $t$ alone, so the ordering is the same at fixed volume. A second theorem, `bcc_strict_minimum`, says that bcc packs less densely than every other lattice of this family with $t > 0$ and $2/3 \le t^2 \le 2$. The model is a perfect lattice of equal rigid spheres with one shape parameter.

## The shortest distance

In units of $a^2$, the squared distance of a site from the origin is $(x^2 + y^2 + t^2z^2)/4$.

- If all labels are odd, each square is at least 1, so the value is at least $1/2 + t^2/4$. The site $(1,1,1)$ attains it.
- If all are even and $x$ or $y$ is nonzero, the value is at least 1, and $1 \ge 1/2 + t^2/4$ because $t^2 \le 2$.
- If all are even and only $z$ is nonzero, the value is at least $t^2$, and $t^2 \ge 1/2 + t^2/4$ because $t^2 \ge 2/3$.

The nearest-neighbour distance is therefore $d = a\sqrt{1/2 + t^2/4}$, half the body diagonal, and

$$\frac{2\cdot\frac43\pi(d/2)^3}{a^2\cdot ta} = \frac{\pi}{3}\,\frac{d^3}{t\,a^3} = f(t).$$

At the limits of the range further neighbours come into contact. At $t^2 = 2$ four sites in the basal plane join the eight along the body diagonals, which gives the twelve neighbours of fcc. At $t^2 = 2/3$ two sites along the $c$ axis join them, which gives ten.

If the upper limit were relaxed to $t^2 \le 4$, both the formula and the minimum at bcc would fail. At $t = 2$ the nearest neighbour lies at distance $a$, and the packing fraction is $\pi/6 \approx 0.524$, below the bcc value.

## The sign of f(t) − f(s)

For $s, t > 0$ put $p = s^2$ and $q = t^2$. Since $f$ is positive, squares can be compared, and

$$\left(\frac{3f(t)}{\pi}\right)^2 = \frac{(2+q)^3}{64\,q}.$$

Hence $f(t) > f(s)$ exactly when $p(2+q)^3 - q(2+p)^3 > 0$. Expanding the cubes gives

$$8(p-q) + 6pq(q-p) + pq(q^2-p^2) = (q-p)\,\bigl[pq(p+q) + 6pq - 8\bigr].$$

If $1 \le p < q$, then $pq > 1$ and $p + q > 2$, so the bracket is positive and $f$ rises. If $0 < p < q \le 1$, then $pq < 1$ and $p + q < 2$, so the bracket is negative and $f$ falls.

The end values follow by insertion:

$$f(1) = \frac{\pi}{3}\left(\frac{\sqrt3}{2}\right)^3 = \frac{\sqrt3\,\pi}{8}, \qquad f(\sqrt2) = \frac{\pi}{3}\cdot\frac{1}{\sqrt2}.$$

## The fcc lattice at c = √2 a

Write $x = u+v$, $y = u-v$ and $z = w$. Equal parity of $x, y, z$ then means that $u+v+w$ is even, which is the fcc rule. With $c^2 = 2a^2$ the squared distance becomes

$$\frac{a^2(2u^2+2v^2)}{4} + \frac{2a^2w^2}{4} = \left(\frac c2\right)^2(u^2+v^2+w^2),$$

as in a cubic lattice with edge $c$.

## The Lean file

```lean
import Mathlib

open Real

namespace BainPathPacking

noncomputable section

/-- Integer labels `x, y, z` of equal parity label the sites `(a x/2, a y/2, c z/2)` of the
body-centred tetragonal lattice: even labels are cell corners, odd labels are cell centres. -/
def IsSite (x y z : ℤ) : Prop := x % 2 = y % 2 ∧ y % 2 = z % 2

/-- Distance from the origin to the point `(a x/2, a y/2, c z/2)`. -/
def siteDist (a c : ℝ) (x y z : ℤ) : ℝ :=
  √((a * x / 2) ^ 2 + (a * y / 2) ^ 2 + (c * z / 2) ^ 2)

/-- The distances from the site at the origin to all other sites of the lattice. -/
def siteDistances (a c : ℝ) : Set ℝ :=
  {d | ∃ x y z : ℤ, IsSite x y z ∧ ¬(x = 0 ∧ y = 0 ∧ z = 0) ∧ d = siteDist a c x y z}

/-- The nearest-neighbour distance of the lattice. -/
def nnDist (a c : ℝ) : ℝ := sInf (siteDistances a c)

/-- Packing fraction for cell edges `a, a, c > 0`: two spheres per cell, with radius half the
nearest-neighbour distance, divided by the cell volume. -/
def packingFraction (a c : ℝ) : ℝ :=
  2 * (4 / 3 * π * (nnDist a c / 2) ^ 3) / (a ^ 2 * c)

/-- The closed formula `(π/3) (1/2 + t²/4)^(3/2) / t` for an axial ratio `t > 0`. -/
def bainFraction (t : ℝ) : ℝ := π / 3 * √(1 / 2 + t ^ 2 / 4) ^ 3 / t

/-- For `a ≥ 0` and `c = t a`, distances scale with the edge `a`. -/
theorem siteDist_eq {a : ℝ} (ha : 0 ≤ a) (t : ℝ) (x y z : ℤ) :
    siteDist a (t * a) x y z = a * √(((x : ℝ) ^ 2 + (y : ℝ) ^ 2 + t ^ 2 * (z : ℝ) ^ 2) / 4) := by
  unfold siteDist
  rw [show (a * x / 2) ^ 2 + (a * y / 2) ^ 2 + (t * a * z / 2) ^ 2
      = a ^ 2 * (((x : ℝ) ^ 2 + (y : ℝ) ^ 2 + t ^ 2 * (z : ℝ) ^ 2) / 4) by ring,
    Real.sqrt_mul (sq_nonneg a), Real.sqrt_sq ha]

/-- For `2/3 ≤ t² ≤ 2`, no site other than the origin is closer to it than the cell centre
(squared distances in units of `a²`). -/
theorem contact_bound {t : ℝ} (h1 : 2 / 3 ≤ t ^ 2) (h2 : t ^ 2 ≤ 2) {x y z : ℤ}
    (hs : IsSite x y z) (h0 : ¬(x = 0 ∧ y = 0 ∧ z = 0)) :
    1 / 2 + t ^ 2 / 4 ≤ ((x : ℝ) ^ 2 + (y : ℝ) ^ 2 + t ^ 2 * (z : ℝ) ^ 2) / 4 := by
  obtain ⟨hxy, hyz⟩ := hs
  have odd_sq : ∀ n : ℤ, n % 2 = 1 → (1 : ℝ) ≤ (n : ℝ) ^ 2 := by
    intro n hn
    have h : 1 ≤ n ^ 2 := by
      rcases (by omega : n ≤ -1 ∨ 1 ≤ n) with h | h <;> nlinarith
    exact_mod_cast h
  have even_sq : ∀ n : ℤ, n % 2 = 0 → n ≠ 0 → (4 : ℝ) ≤ (n : ℝ) ^ 2 := by
    intro n hn hn0
    have h : 4 ≤ n ^ 2 := by
      rcases (by omega : n ≤ -2 ∨ 2 ≤ n) with h | h <;> nlinarith
    exact_mod_cast h
  have hx := sq_nonneg (x : ℝ)
  have hy := sq_nonneg (y : ℝ)
  have hz := mul_nonneg (sq_nonneg t) (sq_nonneg (z : ℝ))
  rcases Int.emod_two_eq_zero_or_one x with he | ho
  · -- a corner site: one label is at least 2 in size
    by_cases hx0 : x = 0
    · by_cases hy0 : y = 0
      · have hz0 : z ≠ 0 := fun h => h0 ⟨hx0, hy0, h⟩
        have h4 := even_sq z (by omega) hz0
        have := mul_le_mul_of_nonneg_left h4 (sq_nonneg t)
        linarith
      · have h4 := even_sq y (by omega) hy0
        linarith
    · have h4 := even_sq x he hx0
      linarith
  · -- a centre site: all labels are odd
    have hx1 := odd_sq x ho
    have hy1 := odd_sq y (by omega)
    have := mul_le_mul_of_nonneg_left (odd_sq z (by omega)) (sq_nonneg t)
    linarith

/-- For `a > 0` and `2/3 ≤ t² ≤ 2`, the nearest-neighbour distance is half the body diagonal of
the cell with edges `a, a, t a`. -/
theorem nnDist_eq {a t : ℝ} (ha : 0 < a) (h1 : 2 / 3 ≤ t ^ 2) (h2 : t ^ 2 ≤ 2) :
    nnDist a (t * a) = a * √(1 / 2 + t ^ 2 / 4) := by
  have h : IsLeast (siteDistances a (t * a)) (a * √(1 / 2 + t ^ 2 / 4)) := by
    constructor
    · refine ⟨1, 1, 1, ⟨rfl, rfl⟩, by norm_num, ?_⟩
      rw [siteDist_eq ha.le]
      congr 2
      push_cast
      ring
    · rintro _ ⟨x, y, z, hs, h0, rfl⟩
      rw [siteDist_eq ha.le]
      exact mul_le_mul_of_nonneg_left (Real.sqrt_le_sqrt (contact_bound h1 h2 hs h0)) ha.le
  exact h.csInf_eq

/-- For `a, t > 0` and `2/3 ≤ t² ≤ 2`, the packing fraction of the lattice with `c = t a` is
given by the closed formula. -/
theorem packingFraction_eq {a t : ℝ} (ha : 0 < a) (ht : 0 < t) (h1 : 2 / 3 ≤ t ^ 2)
    (h2 : t ^ 2 ≤ 2) : packingFraction a (t * a) = bainFraction t := by
  unfold packingFraction bainFraction
  rw [nnDist_eq ha h1 h2, div_eq_div_iff (by positivity) ht.ne']
  ring

/-- For axial ratios `s, t > 0`, a positive value of the stated polynomial in `s²` and `t²`
implies that the closed formula is larger at `t` than at `s`. -/
theorem bainFraction_lt {s t : ℝ} (hs : 0 < s) (ht : 0 < t)
    (h : 0 < (t ^ 2 - s ^ 2) * (s ^ 2 * t ^ 2 * (s ^ 2 + t ^ 2) + 6 * (s ^ 2 * t ^ 2) - 8)) :
    bainFraction s < bainFraction t := by
  have hsq : ∀ x : ℝ, (√(1 / 2 + x ^ 2 / 4) ^ 3) ^ 2 = (1 / 2 + x ^ 2 / 4) ^ 3 := fun x => by
    rw [← pow_mul, mul_comm (3 : ℕ) 2, pow_mul, Real.sq_sqrt (by positivity)]
  -- compare the squares, which are rational in s and t
  have key : √(1 / 2 + s ^ 2 / 4) ^ 3 * t < √(1 / 2 + t ^ 2 / 4) ^ 3 * s := by
    apply lt_of_pow_lt_pow_left₀ 2 (by positivity)
    rw [mul_pow, mul_pow, hsq s, hsq t]
    nlinarith [h]
  have hpi : 0 < π / 3 := by positivity
  unfold bainFraction
  rw [div_lt_div_iff₀ hs ht, mul_assoc, mul_assoc]
  exact mul_lt_mul_of_pos_left key hpi

/-- The closed formula is strictly increasing for `t ≥ 1`. -/
theorem bainFraction_strictMonoOn : StrictMonoOn bainFraction (Set.Ici 1) := by
  intro s hs t _ hst
  have hs1 : 1 ≤ s := hs
  have hu : 1 ≤ s ^ 2 := by nlinarith
  have hv : s ^ 2 < t ^ 2 := by nlinarith
  have huv : 1 ≤ s ^ 2 * t ^ 2 := by nlinarith
  have hp := mul_nonneg (sub_nonneg.2 huv) (by linarith : 0 ≤ s ^ 2 + t ^ 2 - 2)
  exact bainFraction_lt (by linarith) (by linarith)
    (mul_pos (by linarith) (by nlinarith))

/-- The closed formula is strictly decreasing for `0 < t ≤ 1`. -/
theorem bainFraction_strictAntiOn : StrictAntiOn bainFraction (Set.Ioc 0 1) := by
  intro s hs t ht hst
  have hs0 : 0 < s := hs.1
  have ht0 : 0 < t := ht.1
  have ht1 : t ≤ 1 := ht.2
  have hv : t ^ 2 ≤ 1 := by nlinarith
  have hu : s ^ 2 < t ^ 2 := by nlinarith
  have huv : t ^ 2 * s ^ 2 < 1 := by nlinarith [sq_nonneg s]
  have hp := mul_nonneg (by positivity : 0 ≤ t ^ 2 * s ^ 2)
    (by linarith : 0 ≤ 2 - (t ^ 2 + s ^ 2))
  exact bainFraction_lt ht0 hs0 (mul_pos_of_neg_of_neg (by linarith) (by nlinarith))

/-- **Packing along the Bain path.** For `a > 0` the packing fraction of the body-centred
tetragonal lattice increases strictly with `t = c/a` on `[1, √2]`, from `√3 π/8` at `c = a`
to `π/(3√2)` at `c = √2 a`. -/
theorem bain_path {a : ℝ} (ha : 0 < a) :
    StrictMonoOn (fun t => packingFraction a (t * a)) (Set.Icc 1 (√2)) ∧
      packingFraction a a = √3 * π / 8 ∧
      packingFraction a (√2 * a) = π / (3 * √2) := by
  have h2 : √2 ^ 2 = (2 : ℝ) := Real.sq_sqrt (by norm_num)
  have h3 : √3 ^ 2 = (3 : ℝ) := Real.sq_sqrt (by norm_num)
  have formula : ∀ t ∈ Set.Icc (1 : ℝ) (√2), packingFraction a (t * a) = bainFraction t := by
    intro t ht
    have ht1 : 1 ≤ t := ht.1
    have ht0 : 0 < t := by linarith
    exact packingFraction_eq ha ht0 (by nlinarith) ((Real.le_sqrt' ht0).1 ht.2)
  refine ⟨?_, ?_, ?_⟩
  · intro s hs t ht hst
    change packingFraction a (s * a) < packingFraction a (t * a)
    rw [formula s hs, formula t ht]
    exact bainFraction_strictMonoOn hs.1 ht.1 hst
  · have h := packingFraction_eq ha one_pos (by norm_num) (by norm_num)
    rw [one_mul] at h
    have hr : √(1 / 2 + (1 : ℝ) ^ 2 / 4) = √3 / 2 := by
      rw [show (1 / 2 + (1 : ℝ) ^ 2 / 4) = 3 / 2 ^ 2 by norm_num,
        Real.sqrt_div (by norm_num : (0 : ℝ) ≤ 3), Real.sqrt_sq (by norm_num)]
    rw [h, bainFraction, hr]
    linear_combination (π * √3 / 24) * h3
  · rw [packingFraction_eq ha (by positivity) (by rw [h2]; norm_num) h2.le, bainFraction, h2,
      show (1 / 2 + 2 / 4 : ℝ) = 1 by norm_num, Real.sqrt_one, one_pow, mul_one, div_div]

/-- For `a > 0`, the bcc lattice packs strictly less densely than every other body-centred
tetragonal lattice with `t = c/a > 0` and `2/3 ≤ t² ≤ 2`. -/
theorem bcc_strict_minimum {a t : ℝ} (ha : 0 < a) (ht : 0 < t) (h1 : 2 / 3 ≤ t ^ 2)
    (h2 : t ^ 2 ≤ 2) (hne : t ≠ 1) : packingFraction a a < packingFraction a (t * a) := by
  have h := packingFraction_eq ha one_pos (by norm_num) (by norm_num)
  rw [one_mul] at h
  rw [h, packingFraction_eq ha ht h1 h2]
  rcases lt_or_gt_of_ne hne with hlt | hgt
  · exact bainFraction_strictAntiOn ⟨ht, hlt.le⟩ ⟨one_pos, le_refl 1⟩ hlt
  · exact bainFraction_strictMonoOn (le_refl (1 : ℝ)) hgt.le hgt

/-- The body-centred tetragonal sites are exactly those with labels `(u + v, u - v, z)` where
`u + v + z` is even, the parity rule of the face-centred cubic lattice. -/
theorem isSite_iff_fcc (x y z : ℤ) :
    IsSite x y z ↔ ∃ u v : ℤ, x = u + v ∧ y = u - v ∧ Even (u + v + z) := by
  constructor
  · rintro ⟨hxy, hyz⟩
    refine ⟨(x + y) / 2, (x - y) / 2, by omega, by omega, ?_⟩
    rw [Int.even_iff]
    omega
  · rintro ⟨u, v, rfl, rfl, h⟩
    rw [Int.even_iff] at h
    constructor <;> omega

/-- For all integers `u, v, w`, at `c = √2 a` the point labelled `(u + v, u - v, w)` is as far from
the origin as the point with Cartesian coordinates `(c/2) (u, v, w)`. -/
theorem siteDist_fcc (a : ℝ) (u v w : ℤ) :
    siteDist a (√2 * a) (u + v) (u - v) w
      = √((√2 * a / 2) ^ 2 * ((u : ℝ) ^ 2 + (v : ℝ) ^ 2 + (w : ℝ) ^ 2)) := by
  have h2 : √2 ^ 2 = (2 : ℝ) := Real.sq_sqrt (by norm_num)
  unfold siteDist
  congr 1
  push_cast
  linear_combination (-(a ^ 2 * ((u : ℝ) ^ 2 + (v : ℝ) ^ 2) / 4)) * h2

end

end BainPathPacking
```

```lean
#print axioms BainPathPacking.bain_path
-- 'BainPathPacking.bain_path' depends on axioms: [propext, Classical.choice, Quot.sound]
#print axioms BainPathPacking.bcc_strict_minimum
-- 'BainPathPacking.bcc_strict_minimum' depends on axioms: [propext, Classical.choice, Quot.sound]
#print axioms BainPathPacking.isSite_iff_fcc
-- 'BainPathPacking.isSite_iff_fcc' depends on axioms: [propext, Classical.choice, Quot.sound]
#print axioms BainPathPacking.siteDist_fcc
-- 'BainPathPacking.siteDist_fcc' depends on axioms: [propext, Classical.choice, Quot.sound]
```

## From parity to the packing theorem

`siteDist_eq` takes the factor $a$ out of the distance. `contact_bound` is the case distinction by parity: `odd_sq` and `even_sq` bound the squares by 1 and 4, `omega` settles the parities, and `linarith` combines the bounds with the limits on $t^2$.

`nnDist_eq` shows that half the body diagonal is the least element of the set of distances, with $(1,1,1)$ as the site that attains it; the infimum then equals this element. `packingFraction_eq` inserts the distance into the definition.

`bainFraction_lt` compares squares, as above. Its hypothesis is the positivity of the factored polynomial, and `nlinarith` matches this with the expanded cubes. In `bainFraction_strictMonoOn` the auxiliary inequality `hp` is $(pq-1)(p+q-2) \ge 0$, from which the sign of the bracket follows. `bainFraction_strictAntiOn` calls the same lemma with $s$ and $t$ exchanged, so that both factors are negative.

`bain_path` carries the monotonicity over to `packingFraction` and evaluates the two ends. `bcc_strict_minimum` treats $t < 1$ and $t > 1$ separately, using the falling and the rising branch.

The last two theorems identify the fcc end. `isSite_iff_fcc` proves the parity rule with $u = (x+y)/2$ and $v = (x-y)/2$, and `siteDist_fcc` proves the distance identity.
